# For a Hermitian matrix H and a number c above its spectrum, applying c − H to a subspace raises no Ritz value

To find the lowest few eigenvalues of a large Hamiltonian matrix H, a program can apply c − H to a block of k trial vectors, orthonormalise the result, diagonalise H within its span, and repeat. The k eigenvalues of that small problem are the Ritz values. If H stays fixed and the real number c exceeds its largest eigenvalue, no Ritz value rises from one step to the next, rounding aside. A clear rise in the output therefore points to a c set too low or to a fault in the program. In electronic structure this applies to a configuration-interaction matrix, or to a Kohn–Sham matrix between two updates of the density, in a finite orthonormal basis.

## The operator and its Ritz values

```lean
import Mathlib

open Module
open scoped InnerProductSpace

namespace SubspaceIteration

noncomputable section

variable {E : Type*} [NormedAddCommGroup E] [InnerProductSpace ℂ E] [FiniteDimensional ℂ E]
  {H : E →ₗ[ℂ] E} {c : ℝ} {k : ℕ}
```

`E` is the state space, not an energy: a finite-dimensional complex inner product space. `H` is a linear map on it, `c` a real number and `k` the dimension of the trial subspace. The inner product `⟪x, y⟫_ℂ` is linear in the second slot, as in Dirac notation.

```lean
/-- The operator `c - H` that is applied in each step of the iteration. -/
def shifted (H : E →ₗ[ℂ] E) (c : ℝ) : E →ₗ[ℂ] E := (c : ℂ) • LinearMap.id - H
```

This is A = c − H. With c above the spectrum, it multiplies low-energy components by larger factors than high-energy ones.

```lean
/-- The compression of `H` to the subspace `U`: include `U` in the whole space, apply `H`,
and project back orthogonally (the projection is the adjoint of the inclusion). -/
def compression (H : E →ₗ[ℂ] E) (U : Submodule ℂ E) : U →ₗ[ℂ] U :=
  LinearMap.adjoint U.subtype ∘ₗ H ∘ₗ U.subtype
```

The compression is PHP restricted to the subspace U, where P projects onto U. In an orthonormal basis of U it is the k × k matrix that the program diagonalises.

```lean
/-- The compression of a Hermitian operator to a subspace is Hermitian. -/
theorem compression_isSymmetric (hH : H.IsSymmetric) (U : Submodule ℂ E) :
    (compression H U).IsSymmetric := fun x y =>
  (LinearMap.adjoint_inner_left U.subtype y (H x)).trans
    ((hH (x : E) (y : E)).trans (LinearMap.adjoint_inner_right U.subtype x (H y)).symm)
```

`IsSymmetric` is Lean's word for Hermitian here. For x and y in U, the projection drops out of the inner products, so the compression inherits the property from H.

```lean
/-- The Ritz values of a Hermitian `H` on a `k`-dimensional subspace `U`: the eigenvalues of the
compression, with multiplicity, in increasing order. -/
def ritzValue (hH : H.IsSymmetric) (U : Submodule ℂ E) (hk : finrank ℂ U = k) : Fin k → ℝ :=
  (compression_isSymmetric hH U).eigenvalues hk ∘
    Tuple.sort ((compression_isSymmetric hH U).eigenvalues hk)
```

The Ritz values are the eigenvalues of the compression, sorted upward and repeated according to multiplicity. The type `Fin k` counts from 0, so I write them θ₀ ≤ θ₁ ≤ …, and index j = 0 is the smallest. For k = 0 the list is empty.

```lean
/-- The Ritz values of a Hermitian operator are in increasing order, and they belong to an
orthonormal basis of Ritz vectors of the subspace. -/
theorem ritzValue_spec (hH : H.IsSymmetric) (U : Submodule ℂ E) (hk : finrank ℂ U = k) :
    Monotone (ritzValue hH U hk) ∧ ∃ b : OrthonormalBasis (Fin k) ℂ U,
      ∀ i, compression H U (b i) = (ritzValue hH U hk i : ℂ) • b i := by
  refine ⟨Tuple.monotone_sort _, ((compression_isSymmetric hH U).eigenvectorBasis hk).reindex
    (Tuple.sort ((compression_isSymmetric hH U).eigenvalues hk)).symm, fun i => ?_⟩
  rw [OrthonormalBasis.reindex_apply]
  exact (compression_isSymmetric hH U).apply_eigenvectorBasis hk _
```

The sorted values come with an orthonormal basis of Ritz vectors bᵢ of U. The later proofs use only these two facts.

## Energies below c

```lean
omit [FiniteDimensional ℂ E] in
/-- In an orthonormal basis of eigenvectors of `T` with real eigenvalues, the real part of
`⟨x, T x⟩` is the sum of the eigenvalues weighted by the squared absolute amplitudes of `x`. -/
theorem energy_expansion {T : E →ₗ[ℂ] E} (b : OrthonormalBasis (Fin k) ℂ E) (e : Fin k → ℝ)
    (hb : ∀ i, T (b i) = (e i : ℂ) • b i) (x : E) :
    (⟪x, T x⟫_ℂ).re = ∑ i, e i * ‖⟪b i, x⟫_ℂ‖ ^ 2 := by
  have h : T x = ∑ i, ⟪b i, x⟫_ℂ • ((e i : ℂ) • b i) := by
    conv_lhs => rw [← b.sum_repr' x]
    simp only [map_sum, map_smul, hb]
  rw [h, inner_sum, Complex.re_sum]
  refine Finset.sum_congr rfl fun i _ => ?_
  rw [inner_smul_right, inner_smul_right, ← inner_conj_symm x (b i)]
  generalize ⟪b i, x⟫_ℂ = z
  have hz : z * ((e i : ℂ) * (starRingEnd ℂ) z) = ((e i * ‖z‖ ^ 2 : ℝ) : ℂ) := by
    rw [mul_left_comm, Complex.mul_conj, Complex.normSq_eq_norm_sq, Complex.ofReal_mul]
  rw [hz, Complex.ofReal_re]
```

Suppose T bᵢ = eᵢ bᵢ in an orthonormal basis. Expanding x in this basis gives

⟨x, Tx⟩ = Σᵢ eᵢ |⟨bᵢ, x⟩|².

The vector x need not be normalised; the expectation value is this number divided by ‖x‖². The `.re` in the code takes the real part of a number that is already real.

```lean
/-- If `c` exceeds every eigenvalue of the Hermitian operator `H`, the real part of `⟨x, H x⟩` is
below `c‖x‖²` for each nonzero vector `x`. -/
theorem energy_lt (hH : H.IsSymmetric) (hc : ∀ μ : ℝ, End.HasEigenvalue H (μ : ℂ) → μ < c)
    {x : E} (hx : x ≠ 0) : (⟪x, H x⟫_ℂ).re < c * ‖x‖ ^ 2 := by
  have hn : finrank ℂ E = finrank ℂ E := rfl
  have he : ∀ i, hH.eigenvalues hn i < c := fun i => hc _ (hH.hasEigenvalue_eigenvalues hn i)
  have hb := energy_expansion (hH.eigenvectorBasis hn) (hH.eigenvalues hn)
    (fun i => hH.apply_eigenvectorBasis hn i) x
  -- a nonzero vector has a nonzero amplitude
  obtain ⟨i, hi⟩ : ∃ i, ⟪hH.eigenvectorBasis hn i, x⟫_ℂ ≠ 0 := by
    by_contra! h
    exact hx (((hH.eigenvectorBasis hn).sum_repr' x).symm.trans
      (Finset.sum_eq_zero fun i _ => by rw [h i, zero_smul]))
  rw [hb, ← (hH.eigenvectorBasis hn).sum_sq_norm_inner_right x, Finset.mul_sum]
  exact Finset.sum_lt_sum (fun l _ => mul_le_mul_of_nonneg_right (he l).le (sq_nonneg _))
    ⟨i, Finset.mem_univ i, mul_lt_mul_of_pos_right (he i) (pow_pos (norm_pos_iff.2 hi) 2)⟩
```

The hypothesis `hc` says that every real eigenvalue μ of H satisfies μ < c. Since H is Hermitian, this means all eigenvalues. Now let bᵢ and eᵢ be the eigenvectors and eigenvalues of H itself. Then

c‖x‖² − ⟨x, Hx⟩ = Σᵢ (c − eᵢ) |⟨bᵢ, x⟩|² > 0 for x ≠ 0,

because every factor c − eᵢ is positive and at least one amplitude is nonzero.

```lean
/-- If `c` exceeds every eigenvalue of the Hermitian operator `H`, then `c - H` is injective and
preserves the dimension of every subspace. -/
theorem shifted_injective (hH : H.IsSymmetric)
    (hc : ∀ μ : ℝ, End.HasEigenvalue H (μ : ℂ) → μ < c) :
    Function.Injective (shifted H c) ∧
      ∀ U : Submodule ℂ E, finrank ℂ (U.map (shifted H c)) = finrank ℂ U := by
  have hi : Function.Injective (shifted H c) := by
    refine (injective_iff_map_eq_zero _).2 fun x h0 => ?_
    by_contra hx
    have h := energy_lt hH hc hx
    have e : H x = (c : ℂ) • x := (sub_eq_zero.1 (show (c : ℂ) • x - H x = 0 from h0)).symm
    have hs : (⟪x, x⟫_ℂ).re = ‖x‖ ^ 2 := inner_self_eq_norm_sq (𝕜 := ℂ) x
    rw [e, inner_smul_right, Complex.re_ofReal_mul, hs] at h
    exact lt_irrefl _ h
  exact ⟨hi, fun U => (Submodule.equivMapOfInjective _ hi U).finrank_eq.symm⟩
```

If (c − H)x = 0 with x ≠ 0, then Hx = cx and ⟨x, Hx⟩ = c‖x‖², which contradicts the previous inequality. So c − H is injective, and the image of a k-dimensional subspace again has k Ritz values.

## One vector at a time

```lean
/-- If `c` exceeds every eigenvalue of the Hermitian operator `H`, applying `c - H` to a vector
does not raise its Rayleigh quotient (written without denominators). -/
theorem rayleigh_step (hH : H.IsSymmetric)
    (hc : ∀ μ : ℝ, End.HasEigenvalue H (μ : ℂ) → μ < c) (u : E) :
    (⟪shifted H c u, H (shifted H c u)⟫_ℂ).re * ‖u‖ ^ 2 ≤
      (⟪u, H u⟫_ℂ).re * ‖shifted H c u‖ ^ 2 := by
  by_cases hu : u = 0
  · simp [hu]
  set A := shifted H c
  have hfil : ∀ x, A x = (c : ℂ) • x - H x := fun _ => rfl
  have hself : ∀ x : E, (⟪x, x⟫_ℂ).re = ‖x‖ ^ 2 := fun x => inner_self_eq_norm_sq (𝕜 := ℂ) x
  have hA : ∀ x, (⟪x, A x⟫_ℂ).re = c * ‖x‖ ^ 2 - (⟪x, H x⟫_ℂ).re := fun x => by
    rw [hfil x, inner_sub_right, inner_smul_right, Complex.sub_re, Complex.re_ofReal_mul, hself]
  have hsym : ∀ x y, ⟪A x, y⟫_ℂ = ⟪x, A y⟫_ℂ := fun x y => by
    rw [hfil x, hfil y, inner_sub_left, inner_sub_right, inner_smul_left, inner_smul_right,
      Complex.conj_ofReal, hH x y]
  have hpos : ∀ x, 0 ≤ (⟪x, A x⟫_ℂ).re := fun x => by
    by_cases hx : x = 0
    · simp [hx]
    · rw [hA]
      linarith [energy_lt hH hc hx]
  -- positivity of `A` on the combinations `s A u - t u`
  have hquad : ∀ s t : ℝ, 0 ≤ s ^ 2 * (⟪A u, A (A u)⟫_ℂ).re - 2 * s * t * ‖A u‖ ^ 2
      + t ^ 2 * (⟪u, A u⟫_ℂ).re := fun s t => by
    have h := hpos ((s : ℂ) • A u - (t : ℂ) • u)
    simp only [map_sub, map_smul, inner_sub_left, inner_sub_right, inner_smul_left,
      inner_smul_right, Complex.conj_ofReal, Complex.sub_re, Complex.re_ofReal_mul] at h
    rw [← hsym u (A u), hself (A u)] at h
    linarith
  -- Cauchy-Schwarz for `u` and `A u`
  have hcs := pow_le_pow_left₀ (hpos u)
    ((Complex.re_le_norm _).trans (norm_inner_le_norm u (A u))) 2
  have h3 := mul_le_mul_of_nonneg_left hcs (hpos u)
  have key : (⟪u, A u⟫_ℂ).re * ‖A u‖ ^ 2 ≤ (⟪A u, A (A u)⟫_ℂ).re * ‖u‖ ^ 2 := by
    refine le_of_mul_le_mul_left ?_ (pow_pos (norm_pos_iff.2 hu) 2)
    linarith [hquad (‖u‖ ^ 2) (⟪u, A u⟫_ℂ).re]
  rw [hA u, hA (A u)] at key
  linarith
```

For u ≠ 0 the statement says that the Rayleigh quotient ⟨u, Hu⟩/‖u‖² does not rise when u is replaced by Au. Write

n = ‖u‖², q = ‖Au‖², a = ⟨u, Au⟩, r = ⟨Au, A(Au)⟩.

By the energy bound, A is positive. Applied to the vector sAu − tu with real s and t, this gives (`hquad`)

s²r − 2stq + t²a ≥ 0.

Choose s = n and t = a:

n²r − 2naq + a³ ≥ 0.

Cauchy–Schwarz gives a² ≤ nq (`hcs`), and multiplying by a ≥ 0 gives a³ ≤ naq (`h3`). Hence n²r ≥ naq, and division by n > 0 leaves (`key`)

aq ≤ rn.

Finally insert a = cn − ⟨u, Hu⟩ and r = cq − ⟨Au, H(Au)⟩. The terms cnq cancel, and what remains is

⟨Au, H(Au)⟩ n ≤ ⟨u, Hu⟩ q.

## From vectors to subspaces

```lean
/-- Comparison principle: if an injective linear map between `k`-dimensional subspaces `U` and `V`
raises no Rayleigh quotient of the Hermitian operator `H`, then each Ritz value on `V` is at most
the Ritz value of the same index on `U`. -/
theorem ritzValue_le_of_map (hH : H.IsSymmetric) {U V : Submodule ℂ E} (hU : finrank ℂ U = k)
    (hV : finrank ℂ V = k) (g : U →ₗ[ℂ] V) (hg : Function.Injective g)
    (hR : ∀ u : U, (⟪(g u : E), H (g u)⟫_ℂ).re * ‖(u : E)‖ ^ 2 ≤
      (⟪(u : E), H u⟫_ℂ).re * ‖(g u : E)‖ ^ 2) (j : Fin k) :
    ritzValue hH V hV j ≤ ritzValue hH U hU j := by
  obtain ⟨mU, b, hb⟩ := ritzValue_spec hH U hU
  obtain ⟨mV, d, hd⟩ := ritzValue_spec hH V hV
  -- `k - 1` linear conditions on the `k`-dimensional space `U`
  let f : U →ₗ[ℂ] (Fin k → ℂ) :=
    { toFun := fun u i => if i < j then ⟪d i, g u⟫_ℂ else if j < i then ⟪b i, u⟫_ℂ else 0
      map_add' := fun x y => by
        ext i
        by_cases h1 : i < j <;> by_cases h2 : j < i <;> simp [h1, h2]
      map_smul' := fun a x => by
        ext i
        by_cases h1 : i < j <;> by_cases h2 : j < i <;> simp [h1, h2] }
  have hf : ¬ Function.Injective f := fun hi => by
    obtain ⟨u, hu⟩ := (LinearMap.injective_iff_surjective_of_finrank_eq_finrank
      (by rw [hU, Module.finrank_fin_fun])).1 hi (fun _ => 1)
    have h := congrFun hu j
    simp [f] at h
  obtain ⟨u, hu, hu0⟩ : ∃ u, f u = 0 ∧ u ≠ 0 := by
    by_contra! h
    exact hf ((injective_iff_map_eq_zero f).2 h)
  have h1 : ∀ i, i < j → ⟪d i, g u⟫_ℂ = 0 := fun i hi => by
    have h := congrFun hu i
    change (if i < j then ⟪d i, g u⟫_ℂ else _) = (0 : ℂ) at h
    rwa [if_pos hi] at h
  have h2 : ∀ i, j < i → ⟪b i, u⟫_ℂ = 0 := fun i hi => by
    have h := congrFun hu i
    change (if i < j then _ else if j < i then ⟪b i, u⟫_ℂ else 0) = (0 : ℂ) at h
    rwa [if_neg (lt_asymm hi), if_pos hi] at h
  -- the energy of `u` is bounded above, that of `g u` below
  have eU : (⟪(u : E), H u⟫_ℂ).re ≤ ritzValue hH U hU j * ‖u‖ ^ 2 := by
    have h := energy_expansion b _ hb u
    have hi : ⟪u, compression H U u⟫_ℂ = ⟪(u : E), H u⟫_ℂ :=
      LinearMap.adjoint_inner_right U.subtype u (H u)
    rw [← hi, h, ← b.sum_sq_norm_inner_right u, Finset.mul_sum]
    refine Finset.sum_le_sum fun i _ => ?_
    rcases le_or_gt i j with hij | hij
    · exact mul_le_mul_of_nonneg_right (mU hij) (sq_nonneg _)
    · rw [h2 i hij, norm_zero, zero_pow two_ne_zero, mul_zero, mul_zero]
  have eV : ritzValue hH V hV j * ‖g u‖ ^ 2 ≤ (⟪(g u : E), H (g u)⟫_ℂ).re := by
    have h := energy_expansion d _ hd (g u)
    have hi : ⟪g u, compression H V (g u)⟫_ℂ = ⟪(g u : E), H (g u)⟫_ℂ :=
      LinearMap.adjoint_inner_right V.subtype (g u) (H (g u))
    rw [← hi, h, ← d.sum_sq_norm_inner_right (g u), Finset.mul_sum]
    refine Finset.sum_le_sum fun i _ => ?_
    rcases lt_or_ge i j with hij | hij
    · rw [h1 i hij, norm_zero, zero_pow two_ne_zero, mul_zero, mul_zero]
    · exact mul_le_mul_of_nonneg_right (mV hij) (sq_nonneg _)
  have hgu : g u ≠ 0 := fun h => hu0 (hg (h.trans (map_zero g).symm))
  have hr : (⟪(g u : E), H (g u)⟫_ℂ).re * ‖u‖ ^ 2 ≤ (⟪(u : E), H u⟫_ℂ).re * ‖g u‖ ^ 2 := hR u
  refine le_of_mul_le_mul_right ?_
    (mul_pos (pow_pos (norm_pos_iff.2 hgu) 2) (pow_pos (norm_pos_iff.2 hu0) 2))
  linarith [mul_le_mul_of_nonneg_right eV (sq_nonneg ‖u‖),
    mul_le_mul_of_nonneg_right eU (sq_nonneg ‖g u‖)]
```

Here g is any injective linear map from U to V, both of dimension k, that raises no Rayleigh quotient (`hR`). Let θᵢ and bᵢ be the Ritz values and vectors on U, and ηᵢ and dᵢ those on V. The claim is ηⱼ ≤ θⱼ.

Look for u ≠ 0 in U with

⟨dᵢ, g(u)⟩ = 0 for i < j, and ⟨bᵢ, u⟩ = 0 for i > j.

These are j + (k − 1 − j) = k − 1 linear conditions on a k-dimensional space, so such a u exists. Lean packs them into a map `f` from U to ℂᵏ whose component j is always 0. This map cannot be surjective, hence it is not injective, and a nonzero vector of its kernel serves as u.

In the energy expansion of u only indices i ≤ j survive, and in that of g(u) only i ≥ j. Therefore (`eU` and `eV`)

⟨u, Hu⟩ ≤ θⱼ‖u‖² and ηⱼ‖g(u)‖² ≤ ⟨g(u), H g(u)⟩.

Together with the assumption on g,

ηⱼ‖g(u)‖²‖u‖² ≤ ⟨g(u), H g(u)⟩‖u‖² ≤ ⟨u, Hu⟩‖g(u)‖² ≤ θⱼ‖u‖²‖g(u)‖².

Both norms are positive, since g is injective, and dividing by them gives the claim.

```lean
/-- Subspace iteration is monotone: if `c` exceeds every eigenvalue of the Hermitian operator `H`,
each Ritz value on `(c - H)U` is at most the Ritz value of the same index `j` on `U`. -/
theorem ritzValue_shifted_le (hH : H.IsSymmetric)
    (hc : ∀ μ : ℝ, End.HasEigenvalue H (μ : ℂ) → μ < c)
    (U : Submodule ℂ E) (hk : finrank ℂ U = k) (j : Fin k) :
    ritzValue hH (U.map (shifted H c)) (((shifted_injective hH hc).2 U).trans hk) j ≤
      ritzValue hH U hk j :=
  ritzValue_le_of_map hH hk _ ((shifted H c).submoduleMap U)
    (fun _ _ h => Subtype.ext ((shifted_injective hH hc).1 (congrArg Subtype.val h)))
    (fun u => rayleigh_step hH hc (u : E)) j
```

Take V = (c − H)U and let g be c − H restricted to U. The two preceding sections supply injectivity and the Rayleigh inequality, so each Ritz value on the image is at most the one with the same index on U.

## The whole iteration

```lean
/-- The subspace reached from `U` after a number of steps, each of which applies `c - H`. -/
def iterate (H : E →ₗ[ℂ] E) (c : ℝ) (U : Submodule ℂ E) : ℕ → Submodule ℂ E
  | 0 => U
  | m + 1 => (iterate H c U m).map (shifted H c)
```

`iterate H c U m` is the subspace after m steps. Orthonormalising the block changes its basis but not its span, so it needs no place in the definition.

```lean
/-- If `c` exceeds every eigenvalue of the Hermitian operator `H`, all subspaces of the iteration
have the dimension of the initial one. -/
theorem finrank_iterate (hH : H.IsSymmetric)
    (hc : ∀ μ : ℝ, End.HasEigenvalue H (μ : ℂ) → μ < c)
    (U : Submodule ℂ E) (hk : finrank ℂ U = k) (m : ℕ) : finrank ℂ (iterate H c U m) = k := by
  induction m with
  | zero => exact hk
  | succ m ih => exact ((shifted_injective hH hc).2 _).trans ih
```

By induction on m, every subspace reached has dimension k.

```lean
/-- If `c` exceeds every eigenvalue of the Hermitian operator `H`, the Ritz value with index `j`
never increases in the course of the iteration. -/
theorem ritzValue_iterate_antitone (hH : H.IsSymmetric)
    (hc : ∀ μ : ℝ, End.HasEigenvalue H (μ : ℂ) → μ < c)
    (U : Submodule ℂ E) (hk : finrank ℂ U = k) (j : Fin k) :
    Antitone fun m => ritzValue hH (iterate H c U m) (finrank_iterate hH hc U hk m) j :=
  antitone_nat_of_succ_le fun m =>
    ritzValue_shifted_le hH hc (iterate H c U m) (finrank_iterate hH hc U hk m) j

end

end SubspaceIteration
```

`Antitone` means non-increasing: for each fixed j, the Ritz value with index j never goes up as m grows. This follows by applying the one-step theorem at each m. It does not imply convergence to the lowest eigenvalues: a U spanned by excited eigenstates is mapped to itself, and its Ritz values stay where they are. The passage from these subspaces to a running program brings in rounding, which no hypothesis describes.

```lean
#print axioms SubspaceIteration.ritzValue_le_of_map
#print axioms SubspaceIteration.ritzValue_iterate_antitone
```

```
'SubspaceIteration.ritzValue_le_of_map' depends on axioms: [propext, Classical.choice, Quot.sound]
'SubspaceIteration.ritzValue_iterate_antitone' depends on axioms: [propext, Classical.choice, Quot.sound]
```

## A shift set too low, and the upper end of the spectrum

Let H = diag(0, 1), c = 1/4 and U the span of (1, 1). The Ritz value on U is 1/2. Since c − H = diag(1/4, −3/4), the image is spanned by (1, −3), with Ritz value 9/10. So it is not enough that c lies above the lowest eigenvalue and avoids the spectrum.

Applying the argument to −H and −c gives the mirror image: if c lies below every eigenvalue of H, then passing from U to (H − c)U lowers no Ritz value.
